# Removing a spin-lowering operator from both sides of an overlap with a lowered highest-weight state

Let `Sp`, `Sm` and `Sz` be the raising, lowering and z-component operators of a spin on a complex inner product space, in units with ħ = 1. `Sm` is adjoint to `Sp`, and the commutators are [Sp, Sm] = 2Sz and [Sz, Sm] = −Sm. Let `x` be a vector with `Sp x = 0` and `Sz x = s x`, where `s` is real. The lemma `inner_lowered` says that, for every vector `v` and natural number `k`, the overlap of `Sm ^ (k + 1) x` with `Sm v` is (k + 1)(2s − k) times the overlap of `Sm ^ k x` with `v`. The lowered states are not normalised; if both are nonzero and are scaled to unit length, with `v` unchanged, the factor becomes √((k + 1)(2s − k)). The proof moves `Sm` across the inner product, where it becomes `Sp`, and uses `raise_lowered` to undo one lowering step. The resulting factor then comes out of the first slot of the inner product as its complex conjugate, so the proof also needs the fact `hc` that this factor is real.

Lean 4 with Mathlib refuses this proof:

```lean
import Mathlib

open scoped InnerProductSpace ComplexConjugate

noncomputable section

namespace InnerLowered

variable {V : Type*} [NormedAddCommGroup V] [InnerProductSpace ℂ V]

/-- The total spin operators `Sp`, `Sm`, `Sz` together with a spin-density operator `T0` and
its lowering partner `T`: `Sm` is adjoint to `Sp`, and the five commutators are those of a
spin and a vector operator. -/
structure IsSpinDensity (Sp Sm Sz T0 T : Module.End ℂ V) : Prop where
  adj : ∀ u v, ⟪Sm u, v⟫_ℂ = ⟪u, Sp v⟫_ℂ
  spin_comm : ∀ v, Sp (Sm v) - Sm (Sp v) = (2 : ℂ) • Sz v
  lower_comm : ∀ v, Sz (Sm v) - Sm (Sz v) = -Sm v
  density_comm : ∀ v, T0 (Sm v) - Sm (T0 v) = -T v
  partner_comm : ∀ v, Sm (T v) = T (Sm v)
  raise_comm : ∀ v, Sp (T v) - T (Sp v) = (2 : ℂ) • T0 v

/-- Applying an operator `k + 1` times is applying it once more after `k` times. -/
theorem pow_succ_apply (A : Module.End ℂ V) (k : ℕ) (v : V) :
    (A ^ (k + 1)) v = A ((A ^ k) v) := by
  rw [pow_succ', Module.End.mul_apply]

variable {Sp Sm Sz T0 T : Module.End ℂ V} {x y : V} {s : ℝ}

/-- Lowering a state of projection `s` by `k` steps gives projection `s - k`. -/
theorem projection_lowered (h : IsSpinDensity Sp Sm Sz T0 T)
    (hz : Sz x = (s : ℂ) • x) (k : ℕ) :
    Sz ((Sm ^ k) x) = ((s : ℂ) - k) • (Sm ^ k) x := by
  induction k with
  | zero => simp [hz]
  | succ k ih =>
    have h1 := h.lower_comm ((Sm ^ k) x)
    rw [ih, map_smul] at h1
    rw [pow_succ_apply]
    push_cast
    linear_combination (norm := module) h1

/-- Raising undoes one lowering step, up to a factor, on the multiplet built from a state `x`
with `Sp x = 0` and projection `s`. -/
theorem raise_lowered (h : IsSpinDensity Sp Sm Sz T0 T) (hx : Sp x = 0)
    (hz : Sz x = (s : ℂ) • x) (k : ℕ) :
    Sp ((Sm ^ (k + 1)) x) = (((k : ℂ) + 1) * (2 * s - k)) • (Sm ^ k) x := by
  induction k with
  | zero =>
    have h1 := h.spin_comm x
    rw [hx, hz, map_zero] at h1
    simp only [zero_add, pow_one, pow_zero, Module.End.one_apply, Nat.cast_zero]
    linear_combination (norm := module) h1
  | succ k ih =>
    have h1 := h.spin_comm ((Sm ^ (k + 1)) x)
    rw [ih, map_smul, ← pow_succ_apply Sm k x, projection_lowered h hz] at h1
    rw [pow_succ_apply Sm (k + 1) x]
    push_cast at h1 ⊢
    linear_combination (norm := module) h1

/-- One lowering operator can be removed from both sides of an overlap with the multiplet of
a state `x` with `Sp x = 0` and projection `s`, at the cost of the ladder factor. -/
theorem inner_lowered (h : IsSpinDensity Sp Sm Sz T0 T) (hx : Sp x = 0)
    (hz : Sz x = (s : ℂ) • x) (k : ℕ) (v : V) :
    ⟪(Sm ^ (k + 1)) x, Sm v⟫_ℂ = ((k : ℂ) + 1) * (2 * s - k) * ⟪(Sm ^ k) x, v⟫_ℂ := by
  have h1 : ⟪(Sm ^ (k + 1)) x, Sm v⟫_ℂ = ⟪Sp ((Sm ^ (k + 1)) x), v⟫_ℂ := by
    rw [← inner_conj_symm ((Sm ^ (k + 1)) x) (Sm v), h.adj v, inner_conj_symm]
  have hc : conj (((k : ℂ) + 1) * (2 * s - k)) = ((k : ℂ) + 1) * (2 * s - k) := by simp
  rw [h1, raise_lowered h hx hz, inner_smul_left, hc]

end InnerLowered
```

The error:

```
Main.lean:67:80: error: unsolved goals
V : Type u_1
inst✝¹ : NormedAddCommGroup V
inst✝ : InnerProductSpace ℂ V
Sp Sm Sz T0 T : Module.End ℂ V
x : V
s : ℝ
h : IsSpinDensity Sp Sm Sz T0 T
hx : Sp x = 0
hz : Sz x = ↑s • x
k : ℕ
v : V
h1 : ⟪(Sm ^ (k + 1)) x, Sm v⟫_ℂ = ⟪Sp ((Sm ^ (k + 1)) x), v⟫_ℂ
⊢ ((starRingEnd ℂ) 2 = 2 ∨ s = 0) ∨ ↑k + 1 = 0
```

Cause. The error is in `hc`, which says that the ladder factor equals its own conjugate. `simp` carries the conjugation `starRingEnd ℂ` inwards and simplifies the equation, but does not reduce the conjugate of the numeral `2` to `2`. What remains is a disjunction: either that conjugate is `2`, or `s = 0`, or `↑k + 1 = 0`. The first alternative is true, so the goal is provable, but `simp` stops without proving it.

The repair avoids conjugating the numeral by itself. The new fact `hr` writes the whole factor as a real number cast into ℂ; here `simp` only has to deal with casts, and it succeeds. In `hc`, `rw [hr, Complex.conj_ofReal]` first puts both sides in that form, then removes the conjugation, since a real number is its own conjugate. The two sides are then identical, and `rw` closes the goal by reflexivity. The added comment only describes the step.

The mended proof, as a diff:

```diff
@@ -65,5 +65,8 @@
   have h1 : ⟪(Sm ^ (k + 1)) x, Sm v⟫_ℂ = ⟪Sp ((Sm ^ (k + 1)) x), v⟫_ℂ := by
     rw [← inner_conj_symm ((Sm ^ (k + 1)) x) (Sm v), h.adj v, inner_conj_symm]
-  have hc : conj (((k : ℂ) + 1) * (2 * s - k)) = ((k : ℂ) + 1) * (2 * s - k) := by simp
+  -- the ladder factor is real
+  have hr : ((k : ℂ) + 1) * (2 * s - k) = ((((k : ℝ) + 1) * (2 * s - k) : ℝ) : ℂ) := by simp
+  have hc : conj (((k : ℂ) + 1) * (2 * s - k)) = ((k : ℂ) + 1) * (2 * s - k) := by
+    rw [hr, Complex.conj_ofReal]
   rw [h1, raise_lowered h hx hz, inner_smul_left, hc]
 
```
